# A QR step with shift $c$ takes a real symmetric $2\times2$ matrix with diagonal entries $a,c$ (in this order) and coupling $b\neq0$ to one with coupling magnitude $|b|^3/((a-c)^2+b^2)$

Take the two-level Hamiltonian $\begin{pmatrix}4&4\\4&1\end{pmatrix}$ and use its last diagonal entry, $1$, as the shift in a QR step. Subtracting the shift and factoring gives

$$
\begin{pmatrix}3&4\\4&0\end{pmatrix}
=\begin{pmatrix}3/5&-4/5\\4/5&3/5\end{pmatrix}
\begin{pmatrix}5&12/5\\0&-16/5\end{pmatrix}.
$$

Multiplying the factors in reverse order and adding the shift back, I get

$$
\begin{pmatrix}148/25&-64/25\\-64/25&-23/25\end{pmatrix}.
$$

The coupling has dropped from $4$ to $64/25=4^3/(3^2+4^2)$ in magnitude. I believe that for $\begin{pmatrix}a&b\\b&c\end{pmatrix}$ with $b\ne0$ the new magnitude is always $|b|^3/((a-c)^2+b^2)$, whatever signs the QR routine chooses. Can this be made rigorous and machine-checked, and does it give cubic convergence when the step is repeated?

## The magnitude of the coupling is multiplied by the square of one entry of $Q$

Yes to both, with the condition $a\ne c$ at the start for the convergence. Number rows and columns from $0$, and write $A=\begin{pmatrix}a&b\\b&c\end{pmatrix}$, $A-cI=QR$ and $A'=RQ+cI$, with $Q$ orthogonal and $R$ upper triangular.

Since $R=Q^T(A-cI)$, we have

$$A'=Q^T(A-cI)Q+cI=Q^TAQ,$$

so $A'$ is symmetric. Let $b'$ be its off-diagonal entry. The four entries of the factorization read

$$
\begin{aligned}
a-c&=Q_{00}R_{00}, & b&=Q_{00}R_{01}+Q_{01}R_{11},\\
b&=Q_{10}R_{00}, & 0&=Q_{10}R_{01}+Q_{11}R_{11}.
\end{aligned}
$$

Squaring and adding the left-hand pair gives

$$D:=(a-c)^2+b^2=(Q_{00}^2+Q_{10}^2)R_{00}^2=R_{00}^2.$$

Multiply the upper right equation by $Q_{01}$, the lower right one by $Q_{11}$, and add. Orthonormality of the columns removes $R_{01}$ and leaves $R_{11}=Q_{01}b$. Therefore

$$b'=R_{11}Q_{10}=Q_{01}Q_{10}\,b.$$

The first row and the first column of $Q$ both have unit length, so $Q_{01}^2=Q_{10}^2$ and $|b'|=Q_{10}^2|b|$. Finally $Q_{10}^2D=Q_{10}^2R_{00}^2=b^2$, hence

$$|b'|\,D=|b|^3.$$

For $b\neq0$ we have $D>0$, so division gives the formula, and $b'\ne0$. Moreover $|b'|=|b|$ holds exactly when $D=b^2$, that is, when $a=c$.

## Each step takes twice the coupling magnitude, divided by the level splitting, to at most its cube

The squared distance between the two eigenvalues is

$$g^2=(a-c)^2+4b^2=(\operatorname{tr}A)^2-4\det A.$$

An orthogonal change of basis preserves trace and determinant, so $g$ is the same at every step. Because $g^2=4D-3(a-c)^2$,

$$g^2|b'|=4D|b'|-3(a-c)^2|b'|\le4|b|^3.$$

Assume $a\neq c$ at the start, so that $g>0$, and let $b_k$ be the coupling after $k$ steps. With $x_k=2|b_k|/g$, the inequality becomes $x_{k+1}\le x_k^3$, and induction gives $x_k\le x_0^{3^k}$. The initial ratio satisfies $x_0<1$ because $g^2>4b_0^2$.

In the example $g=\sqrt{73}$, so $x_0=8/\sqrt{73}\approx0.936$. After one step $x_1=(128/25)/\sqrt{73}\approx0.599$, below the bound $x_0^3\approx0.821$.

If $a=c$ and $b\ne0$, the method stagnates. The coupling keeps its magnitude, and conservation of $g$ then forces the new diagonal entries to be equal as well, so the next step fares no better.

## What the Lean statements say

`IsQRStep A A'` is a relation between real $2\times2$ matrices: some `Q` and `R` exist with `Qᵀ * Q = 1`, `R 1 0 = 0`, and the two equations of the step. The shift is `A 1 1`, the Rayleigh quotient of the second basis vector. No sign is imposed on the diagonal of `R` or on the determinant of `Q`, so a theorem about the relation covers every admissible factorization. `isQRStep_witness` is the numerical example above.

`cubic_rayleigh_shift_step` takes `b ≠ 0` and any step from `!![a, b; b, c]` to `A'`. It concludes that `A'` is symmetric, that `A' 1 0` is non-zero, and that its absolute value is the stated quotient. Physically, `b ≠ 0` means that the two basis states are coupled. `stagnation_iff` is the criterion $a=c$.

In `cubic_convergence`, `A k` is the matrix after `k` steps, so `A 0 1 0` is the coupling of the initial matrix. The hypotheses are that this matrix is symmetric, that consecutive matrices are related by a step, and that the initial diagonal energies differ. `gapSq` is $g^2$. The initial coupling may be zero here.

The statements concern exact real arithmetic. Complex Hermitian matrices, larger tridiagonal matrices, other shifts and rounding errors are not treated. Shifted QR iterations are among the methods for diagonalizing Hamiltonian matrices in electronic-structure calculations, and this result describes one simple version, with the last diagonal entry as shift, on a single real two-level matrix. Practical routines can use other shifts or diagonalize a $2\times2$ block directly.

```lean
import Mathlib

open Matrix

namespace RayleighShiftQR

/-- One QR step with the last diagonal entry as shift: `A - s = Q R` is factored with `Q`
orthogonal and `R` upper triangular, and the new matrix is `A' = R Q + s`. -/
def IsQRStep (A A' : Matrix (Fin 2) (Fin 2) ℝ) : Prop :=
  ∃ Q R : Matrix (Fin 2) (Fin 2) ℝ, Qᵀ * Q = 1 ∧ R 1 0 = 0 ∧
    A - A 1 1 • (1 : Matrix (Fin 2) (Fin 2) ℝ) = Q * R ∧
    A' = R * Q + A 1 1 • (1 : Matrix (Fin 2) (Fin 2) ℝ)

/-- The squared level splitting `(a - c)² + 4 b²` of a symmetric two-level Hamiltonian. -/
def gapSq (A : Matrix (Fin 2) (Fin 2) ℝ) : ℝ :=
  (A 0 0 - A 1 1) ^ 2 + 4 * A 1 0 ^ 2

/-- An explicit shifted QR step between two coupled two-level Hamiltonians. -/
theorem isQRStep_witness :
    IsQRStep !![4, 4; 4, 1] !![148/25, -64/25; -64/25, -23/25] := by
  refine ⟨!![3/5, -4/5; 4/5, 3/5], !![5, 12/5; 0, -16/5], ?_, by simp, ?_, ?_⟩ <;>
  · ext i j
    fin_cases i <;> fin_cases j <;>
      norm_num [Matrix.mul_apply, Fin.sum_univ_two, Matrix.one_apply]

/-- A shifted QR step is an orthogonal change of basis. -/
theorem step_eq_conj {A A' : Matrix (Fin 2) (Fin 2) ℝ} (h : IsQRStep A A') :
    ∃ Q : Matrix (Fin 2) (Fin 2) ℝ, Qᵀ * Q = 1 ∧ A' = Qᵀ * A * Q := by
  obtain ⟨Q, R, hQ, -, hF, hA'⟩ := h
  refine ⟨Q, hQ, ?_⟩
  -- solve the factorization for the triangular factor
  have hR : R = Qᵀ * (A - A 1 1 • (1 : Matrix (Fin 2) (Fin 2) ℝ)) := by
    rw [hF, ← Matrix.mul_assoc, hQ, Matrix.one_mul]
  rw [hA', hR, Matrix.mul_sub, Matrix.sub_mul, Matrix.mul_smul, Matrix.smul_mul,
    Matrix.mul_one, hQ, sub_add_cancel]

/-- A shifted QR step keeps a symmetric matrix symmetric. -/
theorem step_isSymm {A A' : Matrix (Fin 2) (Fin 2) ℝ} (hA : A.IsSymm)
    (h : IsQRStep A A') : A'.IsSymm := by
  obtain ⟨Q, -, rfl⟩ := step_eq_conj h
  rw [Matrix.IsSymm, Matrix.transpose_mul, Matrix.transpose_mul,
    Matrix.transpose_transpose, hA.eq, Matrix.mul_assoc]

/-- For a symmetric matrix, the new coupling times the squared length of the first column of the
shifted matrix equals the cube of the old coupling, in absolute value. -/
theorem coupling_mul {A A' : Matrix (Fin 2) (Fin 2) ℝ} (hA : A.IsSymm)
    (h : IsQRStep A A') :
    |A' 1 0| * ((A 0 0 - A 1 1) ^ 2 + A 1 0 ^ 2) = |A 1 0| ^ 3 := by
  obtain ⟨Q, R, hQ, hR, hF, rfl⟩ := h
  have hQ' : Q * Qᵀ = 1 := mul_eq_one_comm.mp hQ
  have hb : A 0 1 = A 1 0 := hA.apply 1 0
  -- the factorization, entry by entry
  have h00 : A 0 0 - A 1 1 = Q 0 0 * R 0 0 := by
    simpa [Matrix.mul_apply, Fin.sum_univ_two, hR] using congrFun (congrFun hF 0) 0
  have h10 : A 1 0 = Q 1 0 * R 0 0 := by
    simpa [Matrix.mul_apply, Fin.sum_univ_two, hR] using congrFun (congrFun hF 1) 0
  have h01 : A 0 1 = Q 0 0 * R 0 1 + Q 0 1 * R 1 1 := by
    simpa [Matrix.mul_apply, Fin.sum_univ_two] using congrFun (congrFun hF 0) 1
  have h11 : 0 = Q 1 0 * R 0 1 + Q 1 1 * R 1 1 := by
    simpa [Matrix.mul_apply, Fin.sum_univ_two] using congrFun (congrFun hF 1) 1
  -- orthonormality of columns and of the first row
  have o00 : Q 0 0 * Q 0 0 + Q 1 0 * Q 1 0 = 1 := by
    simpa [Matrix.mul_apply, Fin.sum_univ_two] using congrFun (congrFun hQ 0) 0
  have o10 : Q 0 1 * Q 0 0 + Q 1 1 * Q 1 0 = 0 := by
    simpa [Matrix.mul_apply, Fin.sum_univ_two] using congrFun (congrFun hQ 1) 0
  have o11 : Q 0 1 * Q 0 1 + Q 1 1 * Q 1 1 = 1 := by
    simpa [Matrix.mul_apply, Fin.sum_univ_two] using congrFun (congrFun hQ 1) 1
  have p00 : Q 0 0 * Q 0 0 + Q 0 1 * Q 0 1 = 1 := by
    simpa [Matrix.mul_apply, Fin.sum_univ_two] using congrFun (congrFun hQ' 0) 0
  have hq : Q 0 1 ^ 2 = Q 1 0 ^ 2 := by linear_combination p00 - o00
  have hR11 : R 1 1 = Q 0 1 * A 0 1 := by
    linear_combination -Q 0 1 * h01 - Q 1 1 * h11 - R 0 1 * o10 - R 1 1 * o11
  have hD : (A 0 0 - A 1 1) ^ 2 + A 1 0 ^ 2 = R 0 0 ^ 2 := by
    rw [h00, h10]
    linear_combination R 0 0 ^ 2 * o00
  have entry : (R * Q + A 1 1 • (1 : Matrix (Fin 2) (Fin 2) ℝ)) 1 0 = R 1 1 * Q 1 0 := by
    simp [Matrix.mul_apply, Fin.sum_univ_two, hR]
  -- compare squares, which removes the sign freedom of the factorization
  have key : (R 1 1 * Q 1 0 * R 0 0 ^ 2) ^ 2 = (A 1 0 ^ 3) ^ 2 := by
    rw [hR11, hb, h10]
    linear_combination Q 1 0 ^ 4 * R 0 0 ^ 6 * hq
  have habs := (sq_eq_sq_iff_abs_eq_abs _ _).mp key
  rw [abs_mul, abs_of_nonneg (sq_nonneg (R 0 0)), abs_pow] at habs
  rw [entry, hD]
  exact habs

/-- A two-level matrix with equal off-diagonal entries is symmetric. -/
theorem twoLevel_isSymm (a b c : ℝ) : (!![a, b; b, c]).IsSymm := by
  apply Matrix.IsSymm.ext
  intro i j
  fin_cases i <;> fin_cases j <;> rfl

/-- For a coupled two-level Hamiltonian, every QR step with shift `c` gives a symmetric matrix
whose coupling is non-zero and has absolute value `|b|³ / ((a - c)² + b²)`. -/
theorem cubic_rayleigh_shift_step {a b c : ℝ} (hb : b ≠ 0)
    {A' : Matrix (Fin 2) (Fin 2) ℝ} (h : IsQRStep !![a, b; b, c] A') :
    A'.IsSymm ∧ A' 1 0 ≠ 0 ∧ |A' 1 0| = |b| ^ 3 / ((a - c) ^ 2 + b ^ 2) := by
  have hp : |A' 1 0| * ((a - c) ^ 2 + b ^ 2) = |b| ^ 3 :=
    coupling_mul (twoLevel_isSymm a b c) h
  have hD : 0 < (a - c) ^ 2 + b ^ 2 := by positivity
  refine ⟨step_isSymm (twoLevel_isSymm a b c) h, ?_, eq_div_of_mul_eq hD.ne' hp⟩
  intro h0
  have hpos : 0 < |b| ^ 3 := pow_pos (abs_pos.mpr hb) 3
  rw [← hp, h0, abs_zero, zero_mul] at hpos
  exact lt_irrefl _ hpos

/-- The step leaves the size of a non-zero coupling unchanged exactly when the two diagonal
energies coincide. -/
theorem stagnation_iff {a b c : ℝ} (hb : b ≠ 0)
    {A' : Matrix (Fin 2) (Fin 2) ℝ} (h : IsQRStep !![a, b; b, c] A') :
    |A' 1 0| = |b| ↔ a = c := by
  have hp : |A' 1 0| * ((a - c) ^ 2 + b ^ 2) = |b| ^ 3 :=
    coupling_mul (twoLevel_isSymm a b c) h
  have hb' : |b| ≠ 0 := abs_ne_zero.mpr hb
  have hs : |b| ^ 2 = b ^ 2 := sq_abs b
  constructor
  · intro he
    rw [he] at hp
    have h0 : |b| * (a - c) ^ 2 = 0 := by linear_combination hp + |b| * hs
    have h1 := (mul_eq_zero.mp h0).resolve_left hb'
    exact sub_eq_zero.mp (pow_eq_zero_iff (two_ne_zero) |>.mp h1)
  · intro hac
    subst hac
    apply mul_right_cancel₀ (pow_ne_zero 2 hb)
    linear_combination hp + |b| * hs

/-- The squared level splitting of a symmetric matrix is conserved by a shifted QR step. -/
theorem gapSq_step {A A' : Matrix (Fin 2) (Fin 2) ℝ} (hA : A.IsSymm)
    (h : IsQRStep A A') : gapSq A' = gapSq A := by
  have key : ∀ M : Matrix (Fin 2) (Fin 2) ℝ, M.IsSymm →
      gapSq M = M.trace ^ 2 - 4 * M.det := by
    intro M hM
    have hs : M 0 1 = M 1 0 := hM.apply 1 0
    rw [gapSq, Matrix.trace_fin_two, Matrix.det_fin_two, hs]
    ring
  rw [key A' (step_isSymm hA h), key A hA]
  obtain ⟨Q, hQ, rfl⟩ := step_eq_conj h
  -- trace and determinant are invariant under the change of basis
  have ht : (Qᵀ * A * Q).trace = A.trace := by
    rw [Matrix.trace_mul_cycle, mul_eq_one_comm.mp hQ, Matrix.one_mul]
  have hd : Q.det * Q.det = 1 := by
    have h1 := congrArg Matrix.det hQ
    rwa [Matrix.det_mul, Matrix.det_transpose, Matrix.det_one] at h1
  rw [ht, Matrix.det_mul, Matrix.det_mul, Matrix.det_transpose]
  linear_combination -4 * A.det * hd

/-- For repeated shifted QR steps from a symmetric matrix with different diagonal energies, twice
the absolute value of the coupling divided by the level splitting starts below one and after `k`
steps is at most its initial value to the power `3 ^ k`. -/
theorem cubic_convergence (A : ℕ → Matrix (Fin 2) (Fin 2) ℝ) (h0 : (A 0).IsSymm)
    (hstep : ∀ k, IsQRStep (A k) (A (k + 1))) (hne : A 0 0 0 ≠ A 0 1 1) :
    2 * |A 0 1 0| / √(gapSq (A 0)) < 1 ∧
    ∀ k, 2 * |A k 1 0| / √(gapSq (A 0)) ≤ (2 * |A 0 1 0| / √(gapSq (A 0))) ^ 3 ^ k := by
  have inv : ∀ k, (A k).IsSymm ∧ gapSq (A k) = gapSq (A 0) := by
    intro k
    induction k with
    | zero => exact ⟨h0, rfl⟩
    | succ k ih =>
      exact ⟨step_isSymm ih.1 (hstep k), (gapSq_step ih.1 (hstep k)).trans ih.2⟩
  have hd : 0 < (A 0 0 0 - A 0 1 1) ^ 2 := sq_pos_of_ne_zero (sub_ne_zero.mpr hne)
  have hG : 0 < gapSq (A 0) := by
    unfold gapSq
    positivity
  have hg : 0 < √(gapSq (A 0)) := Real.sqrt_pos.mpr hG
  have hg2 : √(gapSq (A 0)) ^ 2 = gapSq (A 0) := Real.sq_sqrt hG.le
  have hlt : 2 * |A 0 1 0| < √(gapSq (A 0)) := by
    apply Real.lt_sqrt_of_sq_lt
    rw [mul_pow, sq_abs]
    unfold gapSq
    linarith
  refine ⟨(div_lt_one hg).mpr hlt, ?_⟩
  generalize √(gapSq (A 0)) = g at hg hg2
  intro k
  induction k with
  | zero => simp
  | succ k ih =>
    -- one step cubes the ratio, up to an inequality
    have hc : g ^ 2 * |A (k + 1) 1 0| ≤ 4 * |A k 1 0| ^ 3 := by
      have hm := coupling_mul (inv k).1 (hstep k)
      have hn := mul_nonneg (abs_nonneg (A (k + 1) 1 0)) (sq_nonneg (A k 0 0 - A k 1 1))
      rw [hg2, ← (inv k).2, gapSq]
      nlinarith [hm, hn]
    have hone : 2 * |A (k + 1) 1 0| / g ≤ (2 * |A k 1 0| / g) ^ 3 := by
      rw [div_pow, div_le_div_iff₀ hg (by positivity)]
      nlinarith [mul_le_mul_of_nonneg_left hc hg.le]
    calc 2 * |A (k + 1) 1 0| / g ≤ (2 * |A k 1 0| / g) ^ 3 := hone
      _ ≤ ((2 * |A 0 1 0| / g) ^ 3 ^ k) ^ 3 := pow_le_pow_left₀ (by positivity) ih 3
      _ = (2 * |A 0 1 0| / g) ^ 3 ^ (k + 1) := by rw [← pow_mul, ← pow_succ]

end RayleighShiftQR
```

```lean
#print axioms RayleighShiftQR.cubic_rayleigh_shift_step
#print axioms RayleighShiftQR.stagnation_iff
#print axioms RayleighShiftQR.cubic_convergence
```

```
'RayleighShiftQR.cubic_rayleigh_shift_step' depends on axioms: [propext, Classical.choice, Quot.sound]
'RayleighShiftQR.stagnation_iff' depends on axioms: [propext, Classical.choice, Quot.sound]
'RayleighShiftQR.cubic_convergence' depends on axioms: [propext, Classical.choice, Quot.sound]
```

## How the proof follows the algebra

`step_eq_conj` solves the factorization for `R` and obtains $A'=Q^TAQ$. `step_isSymm` transposes that product.

`coupling_mul` carries the main calculation. The facts `h00`, `h10`, `h01` and `h11` are the four entries of $A-cI=QR$, while `o00`, `o10`, `o11` and `p00` are the orthonormality relations. From these, `linear_combination` derives $Q_{01}^2=Q_{10}^2$ (`hq`), $R_{11}=Q_{01}b$ (`hR11`) and $D=R_{00}^2$ (`hD`). The last part differs slightly from the derivation by hand: `key` proves

$$(R_{11}Q_{10}R_{00}^2)^2=(b^3)^2,$$

and equality of squares then gives equality of absolute values. This handles all sign choices at once.

`cubic_rayleigh_shift_step` applies this identity to the explicit matrix, whose symmetry is `twoLevel_isSymm`, and divides by the positive number $D$. If the new coupling were zero, the identity would make $|b|^3$ zero, which contradicts `b ≠ 0`. `stagnation_iff` uses the same identity: equal magnitudes give $|b|(a-c)^2=0$, and for the converse the common factor $b^2$ is cancelled.

`gapSq_step` rewrites $g^2$ through trace and determinant. Cyclicity preserves the trace, and $(\det Q)^2=1$ preserves the determinant.

In `cubic_convergence`, `inv` carries symmetry and the conserved splitting along the sequence by induction. A second induction proves the bound: `hc` is $g^2|b_{k+1}|\le4|b_k|^3$, `hone` turns it into $x_{k+1}\le x_k^3$, and the closing `calc` inserts the induction hypothesis and combines the exponents into $3^{k+1}$.
